# The quadratic form of a scaled real Gram matrix c A Aᵀ is c times a sum of squares

The theorem `gram_quadForm` takes a real matrix `A` over finite index types `n` and `K`, a real scalar `c` and an arbitrary real vector `x`, and states that xᵀ(c A Aᵀ)x = c ∑ₖ (∑ₚ xₚ Aₚₖ)². Physically, the left side is the expectation value of the real symmetric operator c A Aᵀ in a finite basis, and the right side is c times the sum of the squared overlaps of `x` with the columns of `A`. The vector is unnormalised, so for nonzero `x` the normalised expectation value is this quantity divided by x·x; no sign of `c` is assumed. The attempt first proves an auxiliary fact `h`, pulling `c` out of the matrix-vector product entry by entry. It then rewrites the form as the dot product of `x ᵥ* A` with itself and unfolds this into the sum of squares.

In Lean, a first try:

```lean
import Mathlib

open Matrix

namespace MP2Density

noncomputable section

/-- The quadratic form of `c A Aᵀ` is `c` times a sum of squares. -/
theorem gram_quadForm {n K : Type*} [Fintype n] [Fintype K] (c : ℝ) (A : Matrix n K ℝ)
    (x : n → ℝ) : x ⬝ᵥ (c • (A * Aᵀ)) *ᵥ x = c * ∑ k, (∑ p, x p * A p k) ^ 2 := by
  have h : (c • (A * Aᵀ)) *ᵥ x = c • ((A * Aᵀ) *ᵥ x) := by
    ext p
    simp only [mulVec, dotProduct, smul_apply, Pi.smul_apply, smul_eq_mul, Finset.mul_sum,
      mul_assoc]
  rw [h, dotProduct_smul, ← mulVec_mulVec, dotProduct_mulVec, mulVec_transpose]
  simp only [vecMul, dotProduct, sq, smul_eq_mul]

end

end MP2Density
```

Messages:

```
Main.lean:14:35: error: Ambiguous term
  smul_apply
Possible interpretations:
  _root_.smul_apply : ∀ (f : ?m.107) (r : ?m.106) (x : ?m.108), (r • f) x = r • f x
  
  Matrix.smul_apply : ∀ (r : ?m.109) (A : Matrix ?m.106 ?m.107 ?m.108) (i : ?m.106) (j : ?m.107),
    (r • A) i j = r • A i j
Main.lean:12:56: error: unsolved goals
n : Type u_1
K : Type u_2
inst✝¹ : Fintype n
inst✝ : Fintype K
c : ℝ
A : Matrix n K ℝ
x : n → ℝ
p : n
⊢ ∑ x_1, (c • (A * Aᵀ)) p x_1 * x x_1 = ∑ i, c * ((A * Aᵀ) p i * x i)
Main.lean:15:6: warning: This simp argument is unused:
  mul_assoc

Hint: Omit it from the simp argument list.
  [apply] simp only [mulVec, dotProduct, smul_apply, Pi.smul_apply, smul_eq_mul, Finset.mul_sum]

Note: This linter can be disabled with `set_option linter.unusedSimpArgs false`
```

What went wrong. The first error concerns name resolution. With `open Matrix`, the bare name `smul_apply` can mean `_root_.smul_apply` or `Matrix.smul_apply`. Both readings elaborate, so Lean reports the term as ambiguous.

The second error follows from the first. The remaining lemmas bring the right side of `h` to `∑ i, c * ((A * Aᵀ) p i * x i)`, but the left side keeps the entry `(c • (A * Aᵀ)) p x_1`. None of them, `Pi.smul_apply` included, rewrote this entry of a scaled matrix, so the two sums do not match.

The warning has the same source: with `c` still inside the matrix, no product of the form `a * b * d` appears for `mul_assoc` to regroup. Its hint to drop `mul_assoc` is misleading, since the lemma is needed after the repair.

The diff's single change writes `Matrix.smul_apply`, which removes the ambiguity. That lemma turns the entry into `c • (A * Aᵀ) p x_1`, and `smul_eq_mul` makes this a product. Then `mul_assoc` regroups `c * (A * Aᵀ) p x_1 * x x_1` into the form on the right, and `h` closes.

The mended proof, as a diff:

```diff
@@ -12,5 +12,5 @@
   have h : (c • (A * Aᵀ)) *ᵥ x = c • ((A * Aᵀ) *ᵥ x) := by
     ext p
-    simp only [mulVec, dotProduct, smul_apply, Pi.smul_apply, smul_eq_mul, Finset.mul_sum,
+    simp only [mulVec, dotProduct, Matrix.smul_apply, Pi.smul_apply, smul_eq_mul, Finset.mul_sum,
       mul_assoc]
   rw [h, dotProduct_smul, ← mulVec_mulVec, dotProduct_mulVec, mulVec_transpose]
```
